# Cutting a positive hole at unit charge gives the largest Coulomb integral under the same depth limit

When my gradient-expansion exchange hole holds more than one electron and I cut it off at a radius, should I compare the result only with continuous holes, or also with holes that jump? The sharp cutoff restores the charge by discarding everything far away. I could also have made the hole shallower everywhere, or faded it out smoothly. All of these remove the same charge, but they change the exchange energy differently. Where does the sharp cutoff stand among them, and is its radius even unique?

## Admit holes that jump, and the sharp cutoff is the maximum

Compare it with all integrable holes, because the cut hole itself jumps. If the depth of the original hole is continuous and positive over the range considered, the cut hole has the largest Coulomb integral among the one-electron holes on that range whose depth is nowhere negative and nowhere greater than that of the original. Continuous competitors then lie strictly below it, and the radius is unique.

Let u be the distance from the reference electron, y(u) the depth of the original hole and z(u) that of a competitor, both on 0 ≤ u ≤ X. Assume that y is continuous and positive and holds more than one electron, and that z is integrable, satisfies 0 ≤ z ≤ y and holds exactly one electron. Depths are counted as positive, so the usual exchange-hole density is −y. The letter X is an outer radius, not a label for exchange. For a depth f, write

Q_f(L) = ∫₀ᴸ 4πu² f(u) du

C_f(L) = ∫₀ᴸ 4πu f(u) du

for the charge and the Coulomb integral within L. In Hartree atomic units, the hole contributes −C/2 to the exchange energy per electron, so the largest C means the lowest energy.

**The radius.** For 0 ≤ a < b ≤ X,

Q_y(b) − Q_y(a) = ∫ₐᵇ 4πu² y(u) du > 0.

Thus Q_y is strictly increasing. It is also continuous, with Q_y(0) = 0 and Q_y(X) > 1, so it equals 1 at exactly one R in (0,X).

**The comparison.** Take the weight

W(u) = 4πu(R − u) = R·4πu − 4πu².

Since Q_z(X) = 1 and Q_y(R) = 1,

∫₀ˣ W z du = R C_z(X) − 1

∫₀ᴿ W y du = R C_y(R) − 1.

Inside R we have W ≥ 0 and z ≤ y. Outside R we have W ≤ 0 and z ≥ 0. Hence

∫₀ᴿ W z du ≤ ∫₀ᴿ W y du

∫ᴿˣ W z du ≤ 0, where the integral runs from R to X.

Adding these gives R C_z(X) − 1 ≤ R C_y(R) − 1, and dividing by R > 0 gives C_z(X) ≤ C_y(R).

**Strictness.** Let z be continuous. If z(R) < y(R), then z < y on a short interval just inside R, where W > 0, and the first inequality is strict. Otherwise z(R) = y(R) > 0, so z > 0 just outside R, where W < 0, and the second is strict.

**Attainment.** The cut hole equals y up to R and zero beyond. It satisfies both depth bounds, holds charge 1 and has Coulomb integral C_y(R), so it reaches the bound.

## What the Lean statement says about the hole

Depths are functions `ℝ → ℝ`, of which only the values on [0,X] matter. `charge` and `coulomb` are Q and C, and `cutoffHole y R` is the cut hole. `Admissible y X z` says that z is integrable on [0,X], satisfies 0 ≤ z ≤ y there and has `charge z X = 1`.

The final theorem, `cutoff_hole_optimal`, assumes `0 < X`, continuity and positivity of y on the closed interval, and `1 < charge y X`. It gives an R in the open interval with unit charge and states that no other radius there has this property. `IsGreatest` says that the Coulomb integral of the cut hole is attained by an admissible hole and bounds all the others. The last clause is the strict inequality for continuous z.

Real-space cutoffs of this kind enter the construction of some generalised gradient approximations; the theorem concerns one spherically averaged hole on a finite range. Applying the bound to the exact exchange hole takes more: that hole would have to be nowhere deeper than y on [0,X] and hold its whole unit charge within X, and the hypotheses supply neither.

## If the original hole vanishes over a shell

Removing wrong-sign regions from a gradient-expansion hole can leave shells where y = 0. Take X = 3 and

y(u) = (3/π)(1 − u) for 0 ≤ u ≤ 1

y(u) = 0 for 1 ≤ u ≤ 2

y(u) = u − 2 for 2 ≤ u ≤ 3.

This y is continuous and nonnegative. Its charge within 1 is (3/π)·4π·(1/3 − 1/4) = 1, and its total charge exceeds 1. Every R from 1 to 2 now gives unit charge, so uniqueness fails when y vanishes throughout a shell whose inner radius encloses exactly one electron. Strictness fails here too, because the cut hole is itself continuous. The cut hole still has the largest Coulomb integral, because the comparison and the attainment need only y ≥ 0. This example is ordinary calculus and was not formalised.

## From the weight to the Lean proof

`charge_lt_charge` splits the integral at a and shows that the shell from a to b holds positive charge. `existsUnique_cutoff` applies the intermediate value theorem, then rules out a second radius by comparing it with the first.

`weighted_integrable` and `integral_weighted` supply the integrability and the identity for W. `weighted_le` proves the inner and outer inequalities by pointwise comparison. `coulomb_le` joins the two ranges, inserts the equal charges and cancels R; it does not use positivity of y.

`coulomb_lt` treats the cases z(R) < y(R) and z(R) = y(R) separately. In each case continuity provides a point `c` beside R where the weighted comparison is strict, which makes the corresponding integral inequality strict.

In `cutoffHole_admissible`, the step `key` shows for any weight that integrals of the cut hole stop at R. This gives both its charge and its Coulomb integral. The final theorem combines these results.

```lean
import Mathlib

open MeasureTheory Set
open scoped Real Topology

namespace GradientHoleCutoff

noncomputable section

/-- The charge that a spherical hole of depth `z` holds within the distance `L`. -/
def charge (z : ℝ → ℝ) (L : ℝ) : ℝ := ∫ u in (0 : ℝ)..L, 4 * π * u ^ 2 * z u

/-- The Coulomb integral of a spherical hole of depth `z` within the distance `L`. -/
def coulomb (z : ℝ → ℝ) (L : ℝ) : ℝ := ∫ u in (0 : ℝ)..L, 4 * π * u * z u

/-- The hole `y` kept up to the distance `R` and set to zero beyond it. -/
def cutoffHole (y : ℝ → ℝ) (R : ℝ) : ℝ → ℝ := Set.indicator {u | u ≤ R} y

/-- An integrable hole on `[0, X]` that is nowhere negative, nowhere deeper than `y`,
and holds exactly one electron. -/
structure Admissible (y : ℝ → ℝ) (X : ℝ) (z : ℝ → ℝ) : Prop where
  integrable : IntervalIntegrable z volume 0 X
  nonneg : ∀ u ∈ Icc 0 X, 0 ≤ z u
  le_depth : ∀ u ∈ Icc 0 X, z u ≤ y u
  unit_charge : charge z X = 1

variable {y z : ℝ → ℝ} {X R : ℝ}

/-- For a continuous positive hole on `[0, X]`, the enclosed charge grows strictly with the
cutoff distance. -/
theorem charge_lt_charge (hy : ContinuousOn y (Icc 0 X)) (hpos : ∀ u ∈ Icc 0 X, 0 < y u)
    {a b : ℝ} (ha : 0 ≤ a) (hab : a < b) (hb : b ≤ X) : charge y a < charge y b := by
  have hg : ContinuousOn (fun u => 4 * π * u ^ 2 * y u) (Icc 0 X) := by fun_prop
  have ia : IntervalIntegrable (fun u => 4 * π * u ^ 2 * y u) volume 0 a :=
    (hg.mono (Icc_subset_Icc le_rfl (hab.le.trans hb))).intervalIntegrable_of_Icc ha
  have ib : IntervalIntegrable (fun u => 4 * π * u ^ 2 * y u) volume a b :=
    (hg.mono (Icc_subset_Icc ha hb)).intervalIntegrable_of_Icc hab.le
  -- the shell between a and b holds positive charge
  have hshell : 0 < ∫ u in a..b, 4 * π * u ^ 2 * y u := by
    refine intervalIntegral.intervalIntegral_pos_of_pos_on ib (fun u hu => ?_) hab
    have hu0 : 0 < u := ha.trans_lt hu.1
    have hyu : 0 < y u := hpos u ⟨hu0.le, hu.2.le.trans hb⟩
    positivity
  have hsplit := intervalIntegral.integral_add_adjacent_intervals ia ib
  unfold charge
  linarith

/-- A continuous positive hole that holds more than one electron on `[0, X]` has exactly one
cutoff radius in `(0, X)` that leaves one electron. -/
theorem existsUnique_cutoff (hX : 0 < X) (hy : ContinuousOn y (Icc 0 X))
    (hpos : ∀ u ∈ Icc 0 X, 0 < y u) (hq : 1 < charge y X) :
    ∃! R, R ∈ Ioo 0 X ∧ charge y R = 1 := by
  have hg : ContinuousOn (fun u => 4 * π * u ^ 2 * y u) (Icc 0 X) := by fun_prop
  have hc : ContinuousOn (charge y) (Icc 0 X) := by
    have h := intervalIntegral.continuousOn_primitive_interval (μ := volume)
      (f := fun u => 4 * π * u ^ 2 * y u) (a := 0) (b := X)
      (by rw [uIcc_of_le hX.le]; exact hg.integrableOn_Icc)
    rw [uIcc_of_le hX.le] at h
    exact h
  have h0 : charge y 0 < 1 := by simp [charge]
  obtain ⟨R, hR, hR1⟩ := intermediate_value_Ioo hX.le hc ⟨h0, hq⟩
  refine ⟨R, ⟨hR, hR1⟩, ?_⟩
  rintro S ⟨hS, hS1⟩
  -- two different radii would enclose different charges
  rcases lt_trichotomy S R with h | h | h
  · have := charge_lt_charge hy hpos hS.1.le h hR.2.le
    linarith
  · exact h
  · have := charge_lt_charge hy hpos hR.1.le h hS.2.le
    linarith

/-- The weight `4πu(R - u)` stays integrable against an integrable hole. -/
theorem weighted_integrable {a b : ℝ} (hz : IntervalIntegrable z volume a b) (R : ℝ) :
    IntervalIntegrable (fun u => 4 * π * u * (R - u) * z u) volume a b :=
  hz.continuousOn_mul
    (Continuous.continuousOn (by fun_prop : Continuous fun u : ℝ => 4 * π * u * (R - u)))

/-- For an integrable hole, the integral with weight `4πu(R - u)` is `R` times the Coulomb
integral minus the charge. -/
theorem integral_weighted {L : ℝ} (hz : IntervalIntegrable z volume 0 L) (R : ℝ) :
    ∫ u in (0 : ℝ)..L, 4 * π * u * (R - u) * z u = R * coulomb z L - charge z L := by
  have h1 : IntervalIntegrable (fun u => R * (4 * π * u * z u)) volume 0 L :=
    (hz.continuousOn_mul
      (Continuous.continuousOn (by fun_prop : Continuous fun u : ℝ => 4 * π * u))).const_mul R
  have h2 : IntervalIntegrable (fun u => 4 * π * u ^ 2 * z u) volume 0 L :=
    hz.continuousOn_mul
      (Continuous.continuousOn (by fun_prop : Continuous fun u : ℝ => 4 * π * u ^ 2))
  unfold coulomb charge
  rw [← intervalIntegral.integral_const_mul, ← intervalIntegral.integral_sub h1 h2]
  congr 1
  funext u
  ring

/-- Let `y` be continuous on `[0, X]` and let `R` lie in `(0, X)`. With weight `4πu(R - u)`, an
admissible hole gains at most as much as `y` inside `R`, and gains nothing outside `R`. -/
theorem weighted_le (hy : ContinuousOn y (Icc 0 X)) (hR : R ∈ Ioo 0 X)
    (hz : Admissible y X z) :
    (∫ u in (0 : ℝ)..R, 4 * π * u * (R - u) * z u)
        ≤ ∫ u in (0 : ℝ)..R, 4 * π * u * (R - u) * y u ∧
      (∫ u in R..X, 4 * π * u * (R - u) * z u) ≤ 0 := by
  have hm : R ∈ uIcc 0 X := mem_uIcc_of_le hR.1.le hR.2.le
  constructor
  · refine intervalIntegral.integral_mono_on hR.1.le
      (weighted_integrable (hz.integrable.mono_set (uIcc_subset_uIcc left_mem_uIcc hm)) R)
      (weighted_integrable ((hy.mono (Icc_subset_Icc le_rfl hR.2.le)).intervalIntegrable_of_Icc
        hR.1.le) R) (fun u hu => ?_)
    exact mul_le_mul_of_nonneg_left (hz.le_depth u ⟨hu.1, hu.2.trans hR.2.le⟩)
      (mul_nonneg (mul_nonneg (by positivity) hu.1) (sub_nonneg.2 hu.2))
  · calc (∫ u in R..X, 4 * π * u * (R - u) * z u) ≤ ∫ _u in R..X, (0 : ℝ) := by
          refine intervalIntegral.integral_mono_on hR.2.le
            (weighted_integrable
              (hz.integrable.mono_set (uIcc_subset_uIcc hm right_mem_uIcc)) R)
            (continuous_const.intervalIntegrable _ _) (fun u hu => ?_)
          have hu0 : 0 ≤ u := hR.1.le.trans hu.1
          have h := mul_nonneg (mul_nonneg (mul_nonneg (by positivity : 0 ≤ 4 * π) hu0)
            (sub_nonneg.2 hu.1)) (hz.nonneg u ⟨hu0, hu.2⟩)
          nlinarith [h]
      _ = 0 := by simp

/-- Let `y` be continuous on `[0, X]` and let `R` lie in `(0, X)`. If `y` cut off at `R` holds one
electron, no admissible hole has a larger Coulomb integral than `y` up to `R`. -/
theorem coulomb_le (hy : ContinuousOn y (Icc 0 X)) (hR : R ∈ Ioo 0 X)
    (hq : charge y R = 1) (hz : Admissible y X z) : coulomb z X ≤ coulomb y R := by
  have hm : R ∈ uIcc 0 X := mem_uIcc_of_le hR.1.le hR.2.le
  obtain ⟨hin, hout⟩ := weighted_le hy hR hz
  have hs := intervalIntegral.integral_add_adjacent_intervals
    (weighted_integrable (hz.integrable.mono_set (uIcc_subset_uIcc left_mem_uIcc hm)) R)
    (weighted_integrable (hz.integrable.mono_set (uIcc_subset_uIcc hm right_mem_uIcc)) R)
  rw [integral_weighted hz.integrable, hz.unit_charge] at hs
  rw [integral_weighted ((hy.mono (Icc_subset_Icc le_rfl hR.2.le)).intervalIntegrable_of_Icc
    hR.1.le), hq] at hin
  -- the charges are equal, so only the Coulomb terms remain
  exact le_of_mul_le_mul_left (by linarith) hR.1

/-- If `y` is continuous and positive on `[0, X]` and holds one electron up to a distance `R` in
`(0, X)`, every continuous admissible hole has a strictly smaller Coulomb integral than `y` up to
`R`. -/
theorem coulomb_lt (hy : ContinuousOn y (Icc 0 X)) (hpos : ∀ u ∈ Icc 0 X, 0 < y u)
    (hR : R ∈ Ioo 0 X) (hq : charge y R = 1) (hz : Admissible y X z)
    (hzc : ContinuousOn z (Icc 0 X)) : coulomb z X < coulomb y R := by
  have hm : R ∈ uIcc 0 X := mem_uIcc_of_le hR.1.le hR.2.le
  have hRm : R ∈ Icc 0 X := ⟨hR.1.le, hR.2.le⟩
  obtain ⟨hin, hout⟩ := weighted_le hy hR hz
  have hs := intervalIntegral.integral_add_adjacent_intervals
    (weighted_integrable (hz.integrable.mono_set (uIcc_subset_uIcc left_mem_uIcc hm)) R)
    (weighted_integrable (hz.integrable.mono_set (uIcc_subset_uIcc hm right_mem_uIcc)) R)
  rw [integral_weighted hz.integrable, hz.unit_charge] at hs
  have hyR := integral_weighted
    ((hy.mono (Icc_subset_Icc le_rfl hR.2.le)).intervalIntegrable_of_Icc hR.1.le) R
  rw [hq] at hyR
  have hzat : ContinuousAt z R := hzc.continuousAt (Icc_mem_nhds hR.1 hR.2)
  have hyat : ContinuousAt y R := hy.continuousAt (Icc_mem_nhds hR.1 hR.2)
  rcases (hz.le_depth R hRm).lt_or_eq with h | h
  · -- z is shallower than y just inside R
    have hev : ∀ᶠ u in 𝓝[<] R, z u < y u :=
      (hzat.eventually_lt hyat h).filter_mono nhdsWithin_le_nhds
    have hio : ∀ᶠ u in 𝓝[<] R, u ∈ Ioo 0 R := Ioo_mem_nhdsLT hR.1
    obtain ⟨c, hc, hcm⟩ := (hev.and hio).exists
    have hz' : ContinuousOn z (Icc 0 R) := hzc.mono (Icc_subset_Icc le_rfl hR.2.le)
    have hy' : ContinuousOn y (Icc 0 R) := hy.mono (Icc_subset_Icc le_rfl hR.2.le)
    have hlt : (∫ u in (0 : ℝ)..R, 4 * π * u * (R - u) * z u)
        < ∫ u in (0 : ℝ)..R, 4 * π * u * (R - u) * y u := by
      refine intervalIntegral.integral_lt_integral_of_continuousOn_of_le_of_exists_lt hR.1
        (by fun_prop) (by fun_prop) (fun u hu => ?_) ⟨c, ⟨hcm.1.le, hcm.2.le⟩, ?_⟩
      · exact mul_le_mul_of_nonneg_left (hz.le_depth u ⟨hu.1.le, hu.2.trans hR.2.le⟩)
          (mul_nonneg (mul_nonneg (by positivity) hu.1.le) (sub_nonneg.2 hu.2))
      · exact mul_lt_mul_of_pos_left hc
          (mul_pos (mul_pos (by positivity) hcm.1) (sub_pos.2 hcm.2))
    exact lt_of_mul_lt_mul_left (by linarith) hR.1.le
  · -- z is still positive just outside R
    have hzR : 0 < z R := h ▸ hpos R hRm
    have hev : ∀ᶠ u in 𝓝[>] R, 0 < z u :=
      (continuousAt_const.eventually_lt hzat hzR).filter_mono nhdsWithin_le_nhds
    have hio : ∀ᶠ u in 𝓝[>] R, u ∈ Ioo R X := Ioo_mem_nhdsGT hR.2
    obtain ⟨c, hc, hcm⟩ := (hev.and hio).exists
    have hz' : ContinuousOn z (Icc R X) := hzc.mono (Icc_subset_Icc hR.1.le le_rfl)
    have hlt : (∫ u in R..X, 4 * π * u * (R - u) * z u) < ∫ _u in R..X, (0 : ℝ) := by
      refine intervalIntegral.integral_lt_integral_of_continuousOn_of_le_of_exists_lt hR.2
        (by fun_prop) (by fun_prop) (fun u hu => ?_) ⟨c, ⟨hcm.1.le, hcm.2.le⟩, ?_⟩
      · have hu0 : 0 ≤ u := hR.1.le.trans hu.1.le
        have h := mul_nonneg (mul_nonneg (mul_nonneg (by positivity : 0 ≤ 4 * π) hu0)
          (sub_nonneg.2 hu.1.le)) (hz.nonneg u ⟨hu0, hu.2⟩)
        nlinarith [h]
      · have h := mul_pos (mul_pos (mul_pos (by positivity : 0 < 4 * π) (hR.1.trans hcm.1))
          (sub_pos.2 hcm.1)) hc
        nlinarith [h]
    rw [intervalIntegral.integral_zero] at hlt
    exact lt_of_mul_lt_mul_left (by linarith) hR.1.le

/-- If `y` is continuous and positive on `[0, X]` and holds one electron up to a distance `R` in
`(0, X)`, the hole cut off at `R` is admissible, and its Coulomb integral is that of `y` up to `R`.
-/
theorem cutoffHole_admissible (hy : ContinuousOn y (Icc 0 X)) (hpos : ∀ u ∈ Icc 0 X, 0 < y u)
    (hR : R ∈ Ioo 0 X) (hq : charge y R = 1) :
    Admissible y X (cutoffHole y R) ∧ coulomb (cutoffHole y R) X = coulomb y R := by
  have hm : R ∈ Icc 0 X := ⟨hR.1.le, hR.2.le⟩
  have hX : 0 ≤ X := hm.1.trans hm.2
  -- integrals of the truncated hole stop at R
  have key : ∀ w : ℝ → ℝ, ∫ u in (0 : ℝ)..X, w u * cutoffHole y R u
      = ∫ u in (0 : ℝ)..R, w u * y u := by
    intro w
    rw [← intervalIntegral.integral_indicator (f := fun u => w u * y u) hm]
    congr 1
    funext u
    by_cases h : u ≤ R <;> simp [cutoffHole, Set.indicator, h]
  refine ⟨⟨?_, fun u hu => ?_, fun u hu => ?_, ?_⟩, key fun u => 4 * π * u⟩
  · have hi := (intervalIntegrable_iff_integrableOn_Ioc_of_le hX).1
      (hy.intervalIntegrable_of_Icc (μ := volume) hX)
    exact (intervalIntegrable_iff_integrableOn_Ioc_of_le hX).2
      (Integrable.indicator hi measurableSet_Iic)
  · have := (hpos u hu).le
    by_cases h : u ≤ R <;> simp [cutoffHole, Set.indicator, h, this]
  · have := (hpos u hu).le
    by_cases h : u ≤ R <;> simp [cutoffHole, Set.indicator, h, this]
  · exact (key fun u => 4 * π * u ^ 2).trans hq

/-- Let `y` be continuous and positive on `[0, X]` and hold more than one electron there. Exactly
one cutoff `R` in `(0, X)` leaves one electron; the hole cut off there is admissible and has the
greatest Coulomb integral of all admissible holes, and continuous ones stay strictly below it. -/
theorem cutoff_hole_optimal (hX : 0 < X) (hy : ContinuousOn y (Icc 0 X))
    (hpos : ∀ u ∈ Icc 0 X, 0 < y u) (hq : 1 < charge y X) :
    ∃ R ∈ Ioo 0 X, charge y R = 1 ∧ (∀ S ∈ Ioo 0 X, charge y S = 1 → S = R) ∧
      Admissible y X (cutoffHole y R) ∧
      IsGreatest {V | ∃ z, Admissible y X z ∧ coulomb z X = V} (coulomb (cutoffHole y R) X) ∧
      ∀ z, Admissible y X z → ContinuousOn z (Icc 0 X) →
        coulomb z X < coulomb (cutoffHole y R) X := by
  obtain ⟨R, ⟨hR, hR1⟩, huniq⟩ := existsUnique_cutoff hX hy hpos hq
  obtain ⟨hadm, hval⟩ := cutoffHole_admissible hy hpos hR hR1
  refine ⟨R, hR, hR1, fun S hS hS1 => huniq S ⟨hS, hS1⟩, hadm, ⟨⟨_, hadm, rfl⟩, ?_⟩, ?_⟩
  · rintro V ⟨z, hz, rfl⟩
    rw [hval]
    exact coulomb_le hy hR hR1 hz
  · intro z hz hzc
    rw [hval]
    exact coulomb_lt hy hpos hR hR1 hz hzc

end

end GradientHoleCutoff
```

```lean
#print axioms GradientHoleCutoff.cutoff_hole_optimal
-- 'GradientHoleCutoff.cutoff_hole_optimal' depends on axioms: [propext, Classical.choice, Quot.sound]
```
